# Local moments of a tight-binding Hamiltonian as closed-path sums, and the second-moment width

## Question

An atom in a metal cluster has fewer neighbours at the surface than in the interior, and, for hoppings of similar size, the electronic weight on that atom is expected to have a smaller root-mean-square spread in energy, called its width below. In a tight-binding model with a real symmetric matrix \(H\), orthonormal eigenvectors \(c_k\) and energies \(e_k\), site \(i\) carries the weight \(c_k(i)^2\) at energy \(e_k\). The claim is that the moments of this distribution can be read off \(H\) without diagonalising: \(\sum_k c_k(i)^2 e_k^n = (H^n)_{ii}\), a sum of products of matrix elements over closed \(n\)-step paths from \(i\), in which a step may also stay on a site, and the variance about \(H_{ii}\) is \(\sum_{j\ne i} H_{ij}^2\). With \(z\) neighbours and hoppings \(\pm\beta\) the width would be \(\sqrt{z}\,|\beta|\). How can this be stated and proved in Lean 4 with Mathlib?

## Answer

### Modelling choices

The sites form a finite type `ι`, with one orbital per label and the orbitals taken as orthonormal. The Hamiltonian is `H : Matrix ι ι ℝ`, with on-site energies \(H_{ii}\) and hoppings \(H_{ij}\) for \(j \ne i\). The amplitude \(c_k(i)\) is `c k i`, eigenstate index first, and \(e_k\) is `e k`.

The one spectral hypothesis is `IsEigenbasis H c e`. Its field `orth` says \(c_k\cdot c_l=\delta_{kl}\), so the vectors are normalised, and `eig` says \(Hc_k=e_kc_k\). The label \(k\) runs over `ι` itself, which makes the number of eigenvectors equal to the number of sites. Symmetry of \(H\) is not assumed: it follows from this hypothesis and is returned as a conclusion.

An \(n\)-step path is a list of sites \(p=(p_0,\dots,p_n)\), a map `Fin (n + 1) → ι`. Its weight `hop H p` and the path sum `pathSum H n i j` are
\[ w_H(p)=\prod_{s=0}^{n-1}H_{p_s p_{s+1}},\qquad P_n^H(i,j)=\sum_{p:\ p_0=i,\ p_n=j} w_H(p). \]
In the code `s.castSucc` is the position \(s\) and `s.succ` is \(s+1\). All lists of sites are admitted. A step that stays on a site carries the on-site energy, a step between uncoupled sites has weight zero, and sites may be revisited.

The local density of states on site \(i\) is the discrete distribution with weight \(c_k(i)^2\) at \(e_k\). It enters only through its moments about zero and about a real energy \(E\),
\[ \mu_n(i)=\sum_k c_k(i)^2e_k^n,\qquad \mu_n(i;E)=\sum_k c_k(i)^2(e_k-E)^n, \]
which are `moment c e n i` and `centralMoment c e E n i`.

### Derivation by hand

**Paths.** Write an \((n+1)\)-step path as a first site \(a\) followed by an \(n\)-step path \(q=(q_0,\dots,q_n)\). Its weight is \(H_{aq_0}\,w_H(q)\) and its last site is \(q_n\). Fixing \(a=i\) and grouping the paths \(q\) by their first site \(b=q_0\) gives
\[ P_{n+1}^H(i,j)=\sum_b H_{ib}\,P_n^H(b,j). \]
A path with \(n=0\) is a single site with the empty product 1 as weight, so \(P_0^H(i,j)=\delta_{ij}=(H^0)_{ij}\). Since \((H^{n+1})_{ij}=\sum_b H_{ib}(H^n)_{bj}\) is the same recursion, induction gives \((H^n)_{ij}=P_n^H(i,j)\) for any real matrix \(H\).

**Completeness.** Let \(C\) be the matrix with entries \(C_{ki}=c_k(i)\). Orthonormality reads \(CC^{T}=1\). As \(C\) is square, \(C^{T}C=1\) as well, that is \(\sum_k c_k(i)c_k(j)=\delta_{ij}\).

**Spectral form.** If \(H^nc_k=e_k^nc_k\), then \(H^{n+1}c_k=H(e_k^nc_k)=e_k^{n+1}c_k\), so the relation holds for all \(n\). Inserting completeness on the right,
\[ (H^n)_{ij}=\sum_l (H^n)_{il}\sum_k c_k(l)c_k(j)=\sum_k (H^nc_k)(i)\,c_k(j)=\sum_k c_k(i)c_k(j)\,e_k^n. \]

**Moments.** Setting \(j=i\) gives \(\mu_n(i)=(H^n)_{ii}=P_n^H(i,i)\). For \(n=0\) this says that the weights sum to 1, and for \(n=1\) that the mean is \(H_{ii}\).

**Shift.** With \(1\) the unit matrix, \((H-E1)c_k=(e_k-E)c_k\). The moment formula applied to \(H-E1\) gives \(\mu_n(i;E)=P_n^{H-E1}(i,i)\).

**Variance.** The spectral form at \(n=1\) is symmetric in its two sites, so \(H_{ab}=H_{ba}\) for all sites \(a,b\). Put \(G=H-H_{ii}1\), so that \(G_{ii}=0\), and \(G_{ij}=H_{ij}\), \(G_{ji}=H_{ji}\) for \(j\ne i\). Then
\[ \mu_2(i;H_{ii})=(G^2)_{ii}=G_{ii}G_{ii}+\sum_{j\ne i}G_{ij}G_{ji}=\sum_{j\ne i}H_{ij}H_{ji}=\sum_{j\ne i}H_{ij}^2. \]

**Width.** Let \(N\) be a set of \(z\) sites not containing \(i\), with \(H_{ij}^2=\beta^2\) for \(j\in N\) and \(H_{ij}=0\) for the remaining \(j\ne i\). The sum is \(z\beta^2\), and its square root is \(\sqrt{z}\,|\beta|\).

### The file

```lean
import Mathlib

open Matrix Finset

namespace SecondMomentTightBinding

noncomputable section

variable {ι : Type*} [Fintype ι] [DecidableEq ι]

/-- The vectors `c k` are orthonormal eigenvectors of the Hamiltonian `H` with energies `e k`,
one for each site of the system. -/
structure IsEigenbasis (H : Matrix ι ι ℝ) (c : ι → ι → ℝ) (e : ι → ℝ) : Prop where
  orth : ∀ k l, c k ⬝ᵥ c l = if k = l then 1 else 0
  eig : ∀ k, H *ᵥ c k = e k • c k

/-- Product of the matrix elements of `H` along the `n` steps of the path `p`. -/
def hop (H : Matrix ι ι ℝ) {n : ℕ} (p : Fin (n + 1) → ι) : ℝ :=
  ∏ s : Fin n, H (p s.castSucc) (p s.succ)

/-- Sum of the hopping products over all `n`-step paths from site `i` to site `j`
(steps that stay on a site are allowed and carry the on-site element). -/
def pathSum (H : Matrix ι ι ℝ) (n : ℕ) (i j : ι) : ℝ :=
  ∑ p ∈ univ.filter (fun p : Fin (n + 1) → ι => p 0 = i ∧ p (Fin.last n) = j), hop H p

/-- The `n`-th moment of the local density of states on site `i`. -/
def moment (c : ι → ι → ℝ) (e : ι → ℝ) (n : ℕ) (i : ι) : ℝ :=
  ∑ k, c k i ^ 2 * e k ^ n

/-- The `n`-th moment of the local density of states on site `i` about the energy `E`. -/
def centralMoment (c : ι → ι → ℝ) (e : ι → ℝ) (E : ℝ) (n : ℕ) (i : ι) : ℝ :=
  ∑ k, c k i ^ 2 * (e k - E) ^ n

omit [DecidableEq ι] in
/-- A sum over sequences of sites splits into a sum over the first site and over the rest. -/
theorem sum_cons {n : ℕ} [Fintype (Fin n → ι)] [Fintype (Fin (n + 1) → ι)]
    (F : (Fin (n + 1) → ι) → ℝ) :
    ∑ p, F p = ∑ a : ι, ∑ q : Fin n → ι, F (Fin.cons a q : Fin (n + 1) → ι) := by
  rw [← Fintype.sum_prod_type']
  exact (Fintype.sum_equiv (Fin.consEquiv (fun _ : Fin (n + 1) => ι)) _ _ (fun _ => rfl)).symm

/-- An `(n+1)`-step path sum from `i` is a first hop to some site `b` times the `n`-step path
sum from `b`, summed over `b`. -/
theorem pathSum_succ (H : Matrix ι ι ℝ) (n : ℕ) (i j : ι) :
    pathSum H (n + 1) i j = ∑ b, H i b * pathSum H n b j := by

  -- the weight factorises into the first hop and the weight of the remaining path
  have hh : ∀ (a : ι) (q : Fin (n + 1) → ι),
      hop H (Fin.cons a q : Fin (n + 1 + 1) → ι) = H a (q 0) * hop H q := by
    intro a q
    unfold hop
    rw [Fin.prod_univ_succ]
    rfl
  have hl : Fin.last (n + 1) = (Fin.last n).succ := rfl
  unfold pathSum
  rw [Finset.sum_filter, sum_cons]
  simp only [Finset.sum_filter, hh, hl, Fin.cons_zero, Fin.cons_succ, Finset.mul_sum]
  rw [Finset.sum_comm]
  conv_rhs => rw [Finset.sum_comm]
  refine Finset.sum_congr rfl fun q _ => ?_
  by_cases hq : q (Fin.last n) = j <;> simp [hq]

/-- The element `(H^n)_ij` is the sum of hopping products over all `n`-step paths from `i`
to `j`. -/
theorem pow_eq_pathSum (H : Matrix ι ι ℝ) (n : ℕ) (i j : ι) :
    (H ^ n) i j = pathSum H n i j := by
  induction n generalizing i with
  | zero =>
    have hl : Fin.last 0 = 0 := rfl
    rw [pathSum, Finset.sum_filter, sum_cons, Finset.sum_eq_single i]
    · simp [hop, Matrix.one_apply, hl]
    · intro a _ ha
      simp [ha]
    · simp
  | succ n ih =>
    rw [pathSum_succ, pow_succ' H, Matrix.mul_apply]
    simp only [ih]

variable {H : Matrix ι ι ℝ} {c : ι → ι → ℝ} {e : ι → ℝ}

/-- Completeness of the eigenvectors: `∑ₖ cₖ(i) cₖ(j) = δᵢⱼ`. -/
theorem completeness (h : IsEigenbasis H c e) (i j : ι) :
    ∑ k, c k i * c k j = if i = j then 1 else 0 := by
  have h1 : Matrix.of c * (Matrix.of c)ᵀ = 1 := by
    ext k l
    have := h.orth k l
    simpa [Matrix.mul_apply, Matrix.one_apply, dotProduct] using this
  have h2 : (Matrix.of c)ᵀ * Matrix.of c = 1 := mul_eq_one_comm.mp h1
  have := congrFun (congrFun h2 i) j
  simpa [Matrix.mul_apply, Matrix.one_apply] using this

/-- Spectral form of the powers of `H`: `(H^n)_ij = ∑ₖ cₖ(i) cₖ(j) eₖⁿ`. -/
theorem pow_spectral (h : IsEigenbasis H c e) (n : ℕ) (i j : ι) :
    (H ^ n) i j = ∑ k, c k i * c k j * e k ^ n := by
  have hp : ∀ k, (H ^ n) *ᵥ c k = e k ^ n • c k := by
    intro k
    induction n with
    | zero => simp
    | succ n ih =>
      rw [pow_succ' H, ← Matrix.mulVec_mulVec, ih, Matrix.mulVec_smul, h.eig, smul_smul,
        pow_succ]
  -- insert the resolution of the identity on the right
  calc (H ^ n) i j = ∑ l, (H ^ n) i l * ∑ k, c k l * c k j := by
        simp [completeness h]
    _ = ∑ k, (∑ l, (H ^ n) i l * c k l) * c k j := by
        simp only [Finset.mul_sum, Finset.sum_mul, mul_assoc]
        rw [Finset.sum_comm]
    _ = ∑ k, c k i * c k j * e k ^ n := by
        refine Finset.sum_congr rfl fun k _ => ?_
        have hk : ∑ l, (H ^ n) i l * c k l = e k ^ n * c k i := congrFun (hp k) i
        rw [hk]
        ring

/-- Moments theorem: the `n`-th local moment on site `i` equals `(H^n)_ii` and equals the sum
of hopping products over closed `n`-step paths from `i`. -/
theorem moment_eq_closed_paths (h : IsEigenbasis H c e) (n : ℕ) (i : ι) :
    moment c e n i = (H ^ n) i i ∧ moment c e n i = pathSum H n i i := by
  have h1 : moment c e n i = (H ^ n) i i := by
    rw [pow_spectral h, moment]
    exact Finset.sum_congr rfl fun k _ => by ring
  exact ⟨h1, h1.trans (pow_eq_pathSum H n i i)⟩

/-- The `n`-th local moment about any energy `E` is the closed-path sum of `H - E`. -/
theorem centralMoment_eq_closed_paths (h : IsEigenbasis H c e) (E : ℝ) (n : ℕ) (i : ι) :
    centralMoment c e E n i = pathSum (H - E • (1 : Matrix ι ι ℝ)) n i i := by
  -- shifting the energy zero keeps the eigenvectors
  have hs : IsEigenbasis (H - E • (1 : Matrix ι ι ℝ)) c (fun k => e k - E) := by
    refine ⟨h.orth, fun k => ?_⟩
    show (H - E • (1 : Matrix ι ι ℝ)) *ᵥ c k = (e k - E) • c k
    have h1 : (E • (1 : Matrix ι ι ℝ)) *ᵥ c k = E • c k := by
      ext a
      simp [Matrix.mulVec, dotProduct, Matrix.one_apply]
    rw [Matrix.sub_mulVec, h.eig, sub_smul, h1]
  exact (moment_eq_closed_paths hs n i).2

/-- `H` is symmetric, the mean energy of the local density of states on site `i` is `H_ii`,
and the variance about it is the sum of the squared hoppings from `i` to the other sites. -/
theorem variance_eq_sum_hopping_sq (h : IsEigenbasis H c e) (i : ι) :
    (∀ a b, H a b = H b a) ∧ moment c e 1 i = H i i ∧
      centralMoment c e (H i i) 2 i = ∑ j ∈ univ.erase i, H i j ^ 2 := by
  have hsym : ∀ a b, H a b = H b a := by
    intro a b
    have h1 := pow_spectral h 1 a b
    have h2 := pow_spectral h 1 b a
    rw [pow_one H] at h1 h2
    rw [h1, h2]
    exact Finset.sum_congr rfl fun k _ => by ring
  refine ⟨hsym, by simpa using (moment_eq_closed_paths h 1 i).1, ?_⟩
  -- two-step closed paths: the on-site one has weight zero after the shift
  rw [centralMoment_eq_closed_paths h, ← pow_eq_pathSum, pow_two, Matrix.mul_apply,
    ← Finset.add_sum_erase _ _ (Finset.mem_univ i)]
  have h0 : (H - H i i • (1 : Matrix ι ι ℝ)) i i = 0 := by simp
  rw [h0, zero_mul, zero_add]
  refine Finset.sum_congr rfl fun j hj => ?_
  have hji : j ≠ i := Finset.ne_of_mem_erase hj
  simp only [Matrix.sub_apply, Matrix.smul_apply, Matrix.one_apply_ne hji,
    Matrix.one_apply_ne hji.symm, smul_zero, sub_zero]
  rw [hsym j i, pow_two]

/-- If site `i` hops only to the set `N` of neighbours, each with strength `±β`, the
root-mean-square width of its local density of states about `H_ii` is `√|N| |β|`. -/
theorem width_sqrt_coordination (h : IsEigenbasis H c e) (i : ι) (N : Finset ι) (β : ℝ)
    (hi : i ∉ N) (hN : ∀ j ∈ N, H i j ^ 2 = β ^ 2)
    (hfar : ∀ j, j ≠ i → j ∉ N → H i j = 0) :
    Real.sqrt (centralMoment c e (H i i) 2 i) = Real.sqrt (N.card : ℝ) * |β| := by
  have hsub : N ⊆ univ.erase i := fun j hj =>
    Finset.mem_erase.mpr ⟨fun hji => hi (hji ▸ hj), Finset.mem_univ j⟩
  have hsum : ∑ j ∈ N, H i j ^ 2 = ∑ j ∈ univ.erase i, H i j ^ 2 :=
    Finset.sum_subset hsub fun j hj hjN => by
      rw [hfar j (Finset.ne_of_mem_erase hj) hjN]
      norm_num
  rw [(variance_eq_sum_hopping_sq h i).2.2, ← hsum, Finset.sum_congr rfl hN, Finset.sum_const,
    nsmul_eq_mul, Real.sqrt_mul (Nat.cast_nonneg _), Real.sqrt_sq_eq_abs]

/-- The dimer with on-site energies `-7, 7` and hopping `24` has orthonormal eigenvectors
`(3/5, 4/5)` and `(4/5, -3/5)` with energies `25` and `-25`. -/
theorem isEigenbasis_witness :
    IsEigenbasis (!![-7, 24; 24, 7] : Matrix (Fin 2) (Fin 2) ℝ)
      ![![3 / 5, 4 / 5], ![4 / 5, -3 / 5]] ![25, -25] := by
  constructor
  · intro k l
    fin_cases k <;> fin_cases l <;> simp [dotProduct, Fin.sum_univ_succ] <;> norm_num
  · intro k
    ext a
    fin_cases k <;> fin_cases a <;>
      simp [Matrix.mulVec, dotProduct, Fin.sum_univ_succ] <;> norm_num

end

end SecondMomentTightBinding
```

```lean
#print axioms SecondMomentTightBinding.centralMoment_eq_closed_paths
#print axioms SecondMomentTightBinding.width_sqrt_coordination
```

```
'SecondMomentTightBinding.centralMoment_eq_closed_paths' depends on axioms: [propext, Classical.choice, Quot.sound]
'SecondMomentTightBinding.width_sqrt_coordination' depends on axioms: [propext, Classical.choice, Quot.sound]
```

### Remarks

**The statements in words.** `pow_eq_pathSum` equates \((H^n)_{ij}\) with \(P_n^H(i,j)\) for every real matrix, with no spectral hypothesis. Under `IsEigenbasis H c e`, `moment_eq_closed_paths` gives the two equalities \(\mu_n(i)=(H^n)_{ii}\) and \(\mu_n(i)=P_n^H(i,i)\) for every \(n\) and \(i\), and `centralMoment_eq_closed_paths` gives the shifted version for every \(E\). `variance_eq_sum_hopping_sq` has three parts: symmetry of \(H\), the mean \(\mu_1(i)=H_{ii}\), and the variance as a sum over `univ.erase i`, the sites other than \(i\). For a system of one site that sum is empty and the variance is zero. In `width_sqrt_coordination`, \(z\) is `N.card`, the hypothesis `hi` keeps \(i\) out of \(N\), `hN` fixes each hopping up to its sign, and `hfar` removes all other hoppings from \(i\). These three conditions concern row \(i\) of \(H\) only, so the on-site energies of the other sites and the hoppings among them are free, apart from the symmetry of \(H\).

**The proof against the derivation.** `sum_cons` is the splitting of a path into \(a\) and \(q\), through the equivalence `Fin.consEquiv` between pairs and lists. In `pathSum_succ`, `hh` is the factorisation of the weight and `hl` identifies the last site of the long path with \(q_n\). The endpoint conditions become indicator factors, and the two uses of `Finset.sum_comm` bring the sum over \(q\) to the outside on both sides. For fixed \(q\), the case split on `q (Fin.last n) = j` leaves sums over \(a\) and \(b\) that collapse to \(a=i\) and \(b=q_0\). The induction in `pow_eq_pathSum` is run `generalizing i` because the step uses the hypothesis at every starting site \(b\).

In `completeness`, `Matrix.of c` is \(C\), `h1` is \(CC^T=1\), and `mul_eq_one_comm` reverses the product. In `pow_spectral`, `hp` is \(H^nc_k=e_k^nc_k\), and the three lines of the `calc` block are the three equalities of the spectral form. The shift is `hs`, which builds an `IsEigenbasis` for \(H-E1\) from the same vectors. The variance proof obtains `hsym` from `pow_spectral` at \(n=1\), turns the two-step path sum back into \((G^2)_{ii}\), splits off the term \(j=i\) with `Finset.add_sum_erase`, and removes it with `h0`, which is \(G_{ii}=0\). For the width, `hsum` restricts the sum to \(N\) using `hfar`, and the last rewrites give \(\sqrt{z\beta^2}=\sqrt{z}\,|\beta|\).

**An example.** `isEigenbasis_witness` exhibits a dimer on sites 0 and 1 with \(H_{00}=-7\), \(H_{11}=7\), hopping 24, normalised eigenvectors \(c_0=(3/5,4/5)\) and \(c_1=(4/5,-3/5)\), and energies \(e_0=25\), \(e_1=-25\). On site 0 the weights are \(9/25\) and \(16/25\). Direct arithmetic gives the mean \(9-16=-7\) and the variance \(\tfrac{9}{25}\,32^2+\tfrac{16}{25}\,18^2=576=24^2\), in agreement with the general formulas.

**Scope.** The system is finite, the matrix is real, the basis is orthonormal with no overlap matrix, and the electrons do not interact. The existence of an eigenbasis for a given symmetric matrix is assumed through `IsEigenbasis`, not derived. Second-moment interatomic potentials take the bond energy of an atom proportional to the square root of a sum of squared hoppings, and the variance formula, with the width \(\sqrt{z}\,|\beta|\) as its case of equal hopping magnitudes, is the matrix identity underneath that form for a finite, non-interacting, orthogonal model. The passage from width to energy needs further assumptions on the shape and filling of the local density of states, and no theorem in the file addresses it.

**Another model.** One could assume that \(H\) is symmetric and take the eigenvalues and orthonormal eigenvectors supplied by Mathlib's spectral theorem for Hermitian matrices. Symmetry would then be a hypothesis and the existence of the eigenbasis would come from Mathlib, so the theorems would apply directly to every symmetric \(H\). They would, however, speak of the one basis that Mathlib selects. The present form covers every orthonormal eigenbasis, including any choice within a degenerate level and explicit vectors like those of the dimer. For a complex Hermitian \(H\) the same route would replace \(c_k(i)^2\) by \(|c_k(i)|^2\) and \(H_{ij}^2\) by \(|H_{ij}|^2\), with the path weights unchanged in form.
